# The interband velocity element of a gapped two-band model has modulus $|p|g/\sqrt{g^2+4p^2k^2}$

The Hamiltonian $H(k)=\begin{pmatrix} g/2 & pk\\ pk & -g/2\end{pmatrix}$, with gap $g>0$ at $k=0$ and real coupling $p$, has the two basis vectors as its eigenvectors at $k=0$, and the velocity $dH/dk$ (with $\hbar=1$) connects them with element $p$. At $g=6$ and $pk=4$ the eigenvectors have mixed into $(2,1)/\sqrt5$ and $(-1,2)/\sqrt5$, with energies $5$ and $-5$, and the element between them is only $3p/5$: the two products of components enter with opposite signs and partly cancel.

```lean
import Mathlib

open Matrix

namespace TwoBandOptics

noncomputable section

variable {g p k : ℝ} {u v : Fin 2 → ℂ}

/-- The two-band Hamiltonian with gap parameter `g` and interband coupling `p k`. -/
def hamiltonian (g p k : ℝ) : Matrix (Fin 2) (Fin 2) ℂ :=
  !![((g / 2 : ℝ) : ℂ), ((p * k : ℝ) : ℂ); ((p * k : ℝ) : ℂ), ((-(g / 2) : ℝ) : ℂ)]

/-- The velocity matrix, with `p` off the diagonal and zero on it. -/
def velocity (p : ℝ) : Matrix (Fin 2) (Fin 2) ℂ := !![0, (p : ℂ); (p : ℂ), 0]

/-- The upper band energy `E(k) = √(g²/4 + p²k²)`. -/
def energy (g p k : ℝ) : ℝ := √(g ^ 2 / 4 + p ^ 2 * k ^ 2)

/-- `u` is a normalized eigenvector of the Hamiltonian at `k` with energy `e`. -/
def IsBandState (g p k e : ℝ) (u : Fin 2 → ℂ) : Prop :=
  hamiltonian g p k *ᵥ u = (e : ℂ) • u ∧ star u ⬝ᵥ u = 1

/-- The matrix element `⟨v, (dH/dk) u⟩` of the velocity matrix. -/
def element (p : ℝ) (u v : Fin 2 → ℂ) : ℂ := star v ⬝ᵥ (velocity p *ᵥ u)

/-- Golden-rule absorption at photon energy `ω`, up to a common prefactor: a sum over the
k mesh `s` of the squared matrix element `M` times the line shape `L` at the detuning. -/
def absorption (g p ω : ℝ) (s : Finset ℝ) (L : ℝ → ℝ) (M : ℝ → ℂ) : ℝ :=
  ∑ k ∈ s, ‖M k‖ ^ 2 * L (ω - 2 * energy g p k)

/-- Larger component of the explicit band states, for `g > 0`. -/
def mixC (g p k : ℝ) : ℝ :=
  (energy g p k + g / 2) / √((energy g p k + g / 2) ^ 2 + (p * k) ^ 2)

/-- Smaller component of the explicit band states, for `g > 0`. -/
def mixS (g p k : ℝ) : ℝ :=
  p * k / √((energy g p k + g / 2) ^ 2 + (p * k) ^ 2)

/-- The squared band energy is `g²/4 + p²k²`. -/
theorem energy_sq (g p k : ℝ) : energy g p k ^ 2 = g ^ 2 / 4 + p ^ 2 * k ^ 2 :=
  Real.sq_sqrt (by positivity)

/-- The velocity matrix is the derivative of the Hamiltonian with respect to `k`,
entry by entry. -/
theorem hamiltonian_hasDerivAt (g p k : ℝ) (i j : Fin 2) :
    HasDerivAt (fun x : ℝ => hamiltonian g p x i j) (velocity p i j) k := by
  have h0 : HasDerivAt (fun x : ℝ => p * x) p k := by
    simpa using (hasDerivAt_id' k).const_mul p
  have h : HasDerivAt (fun x : ℝ => ((p * x : ℝ) : ℂ)) (p : ℂ) k := h0.ofReal_comp
  fin_cases i <;> fin_cases j
  · exact hasDerivAt_const k ((g / 2 : ℝ) : ℂ)
  · exact h
  · exact h
  · exact hasDerivAt_const k ((-(g / 2) : ℝ) : ℂ)

/-- The eigenvalues of the Hamiltonian are exactly `E(k)` and `-E(k)`. -/
theorem eigenvalue_iff (g p k : ℝ) (e : ℂ) :
    (hamiltonian g p k - e • (1 : Matrix (Fin 2) (Fin 2) ℂ)).det = 0 ↔
      e = energy g p k ∨ e = -(energy g p k : ℂ) := by
  have hE : (energy g p k : ℂ) ^ 2 = (g : ℂ) ^ 2 / 4 + (p : ℂ) ^ 2 * (k : ℂ) ^ 2 := by
    exact_mod_cast energy_sq g p k
  have hdet : (hamiltonian g p k - e • (1 : Matrix (Fin 2) (Fin 2) ℂ)).det =
      (e - energy g p k) * (e + energy g p k) := by
    rw [Matrix.det_fin_two]
    simp [hamiltonian]
    linear_combination hE
  rw [hdet, mul_eq_zero, sub_eq_zero, add_eq_zero_iff_eq_neg]

/-- For `g > 0`, explicit normalized states of the upper and lower band at every `k`. -/
theorem bandStates_witness (hg : 0 < g) (p k : ℝ) :
    IsBandState g p k (energy g p k) ![(mixC g p k : ℂ), (mixS g p k : ℂ)] ∧
    IsBandState g p k (-energy g p k) ![-(mixS g p k : ℂ), (mixC g p k : ℂ)] := by
  have hE : 0 < energy g p k := Real.sqrt_pos.2 (by positivity)
  have h0 : g / 2 * mixC g p k + p * k * mixS g p k = energy g p k * mixC g p k := by
    unfold mixC mixS
    linear_combination
      (-(√((energy g p k + g / 2) ^ 2 + (p * k) ^ 2))⁻¹) * energy_sq g p k
  have h1 : p * k * mixC g p k - g / 2 * mixS g p k = energy g p k * mixS g p k := by
    unfold mixC mixS
    ring
  have hn : mixC g p k ^ 2 + mixS g p k ^ 2 = 1 := by
    have hN : 0 < (energy g p k + g / 2) ^ 2 + (p * k) ^ 2 := by positivity
    unfold mixC mixS
    rw [div_pow, div_pow, ← add_div, Real.sq_sqrt hN.le, div_self hN.ne']
  have c0 : (g : ℂ) / 2 * mixC g p k + p * k * mixS g p k = energy g p k * mixC g p k := by
    exact_mod_cast h0
  have c1 : (p : ℂ) * k * mixC g p k - g / 2 * mixS g p k = energy g p k * mixS g p k := by
    exact_mod_cast h1
  have cn : (mixC g p k : ℂ) ^ 2 + (mixS g p k : ℂ) ^ 2 = 1 := by exact_mod_cast hn
  refine ⟨⟨?_, ?_⟩, ?_, ?_⟩
  · funext i
    fin_cases i
    · simp [hamiltonian, Matrix.mulVec, dotProduct, Fin.sum_univ_two]
      linear_combination c0
    · simp [hamiltonian, Matrix.mulVec, dotProduct, Fin.sum_univ_two]
      linear_combination c1
  · simp [dotProduct, Fin.sum_univ_two]
    linear_combination cn
  · funext i
    fin_cases i
    · simp [hamiltonian, Matrix.mulVec, dotProduct, Fin.sum_univ_two]
      linear_combination c1
    · simp [hamiltonian, Matrix.mulVec, dotProduct, Fin.sum_univ_two]
      linear_combination -c0
  · simp [dotProduct, Fin.sum_univ_two]
    linear_combination cn

/-- For `g > 0`, the interband velocity element between any normalized upper and lower band
states at `k` has modulus `|p| g / √(g² + 4p²k²)`. -/
theorem norm_element (hg : 0 < g) (hu : IsBandState g p k (energy g p k) u)
    (hv : IsBandState g p k (-energy g p k) v) :
    ‖element p u v‖ = |p| * g / √(g ^ 2 + 4 * p ^ 2 * k ^ 2) := by
  have hE : 0 < energy g p k := Real.sqrt_pos.2 (by positivity)
  have hsq := energy_sq g p k
  have hroot : √(g ^ 2 + 4 * p ^ 2 * k ^ 2) = 2 * energy g p k := by
    rw [show g ^ 2 + 4 * p ^ 2 * k ^ 2 = (2 * energy g p k) ^ 2 by
      linear_combination -4 * hsq, Real.sqrt_sq (by positivity)]
  have hnorm : ∀ w : Fin 2 → ℂ, star w ⬝ᵥ w = 1 → ‖w 0‖ ^ 2 + ‖w 1‖ ^ 2 = 1 := by
    intro w hw
    have h : ((‖w 0‖ ^ 2 + ‖w 1‖ ^ 2 : ℝ) : ℂ) = 1 := by
      refine Eq.trans ?_ hw
      simp [dotProduct, Fin.sum_univ_two, Complex.conj_mul']
    exact_mod_cast h
  obtain ⟨hu, nu⟩ := hu
  obtain ⟨hv, nv⟩ := hv
  have h1 : (p : ℂ) * k * u 0 - g / 2 * u 1 = energy g p k * u 1 := by
    have h := congrFun hu 1
    simp [hamiltonian, Matrix.mulVec, dotProduct, Fin.sum_univ_two] at h
    linear_combination h
  have h2 : (g : ℂ) / 2 * v 0 + p * k * v 1 = -(energy g p k * v 0) := by
    have h := congrFun hv 0
    simp [hamiltonian, Matrix.mulVec, dotProduct, Fin.sum_univ_two] at h
    linear_combination h
  -- both states are governed by one real component ratio r
  have hD : 0 < energy g p k + g / 2 := by positivity
  obtain ⟨r, hr⟩ : ∃ r : ℝ, r * (energy g p k + g / 2) = p * k :=
    ⟨p * k / (energy g p k + g / 2), div_mul_cancel₀ _ hD.ne'⟩
  have hrc : (r : ℂ) * (energy g p k + g / 2) = p * k := by exact_mod_cast hr
  have hDc : (energy g p k : ℂ) + g / 2 ≠ 0 := by exact_mod_cast hD.ne'
  have hb : u 1 = r * u 0 := by
    apply mul_left_cancel₀ hDc
    linear_combination -h1 - u 0 * hrc
  have hc : v 0 = -(r * v 1) := by
    apply mul_left_cancel₀ hDc
    linear_combination h2 + v 1 * hrc
  have hnu := hnorm u nu
  have hnv := hnorm v nv
  rw [hb, norm_mul, Complex.norm_real, mul_pow, Real.norm_eq_abs, sq_abs] at hnu
  rw [hc, norm_neg, norm_mul, Complex.norm_real, mul_pow, Real.norm_eq_abs, sq_abs] at hnv
  have he : ‖v 1‖ = ‖u 0‖ := by
    refine (sq_eq_sq₀ (norm_nonneg _) (norm_nonneg _)).1 ?_
    have h : (1 + r ^ 2) ≠ 0 := by positivity
    apply mul_left_cancel₀ h
    linear_combination hnv - hnu
  have hM : element p u v = ((p * (1 - r ^ 2) : ℝ) : ℂ) * (star (v 1) * u 0) := by
    simp [element, velocity, Matrix.mulVec, dotProduct, Fin.sum_univ_two, hb, hc]
    ring
  -- the dispersion relation fixes r²
  have hr2 : r ^ 2 * (energy g p k + g / 2) = energy g p k - g / 2 := by
    apply mul_right_cancel₀ hD.ne'
    linear_combination (r * (energy g p k + g / 2) + p * k) * hr - hsq
  have hpos : 0 < 1 - r ^ 2 := by
    have h : 1 - r ^ 2 = g / (energy g p k + g / 2) := by
      rw [eq_div_iff hD.ne']
      linear_combination -hr2
    rw [h]
    exact div_pos hg hD
  have hk : (1 - r ^ 2) * (2 * energy g p k) = g * (1 + r ^ 2) := by
    linear_combination -2 * hr2
  rw [hM, norm_mul, norm_mul, norm_star, Complex.norm_real, he, Real.norm_eq_abs, abs_mul,
    abs_of_pos hpos, hroot, eq_div_iff (by positivity)]
  linear_combination |p| * ‖u 0‖ ^ 2 * hk + |p| * g * hnu

/-- For `g > 0`, the squared interband element is `p²g² / (g² + 4p²k²)`. -/
theorem norm_element_sq (hg : 0 < g) (hu : IsBandState g p k (energy g p k) u)
    (hv : IsBandState g p k (-energy g p k) v) :
    ‖element p u v‖ ^ 2 = p ^ 2 * g ^ 2 / (g ^ 2 + 4 * p ^ 2 * k ^ 2) := by
  rw [norm_element hg hu hv, div_pow, mul_pow, sq_abs, Real.sq_sqrt (by positivity)]

/-- Effective-mass sum rule: for `g > 0`, the curvature of the upper band at any `k` is twice
the squared interband element divided by the band separation `2E(k)`. -/
theorem curvature_sum_rule (hg : 0 < g) (hu : IsBandState g p k (energy g p k) u)
    (hv : IsBandState g p k (-energy g p k) v) :
    HasDerivAt (deriv (energy g p)) (2 * ‖element p u v‖ ^ 2 / (2 * energy g p k)) k := by
  have hpos : ∀ x, 0 < energy g p x := fun x => Real.sqrt_pos.2 (by positivity)
  -- the band velocity
  have h1 : ∀ x, HasDerivAt (energy g p) (p ^ 2 * x / energy g p x) x := by
    intro x
    have h : HasDerivAt (fun y : ℝ => g ^ 2 / 4 + p ^ 2 * y ^ 2) (2 * (p ^ 2 * x)) x :=
      (((hasDerivAt_pow 2 x).const_mul (p ^ 2)).const_add (g ^ 2 / 4)).congr_deriv
        (by norm_num; ring)
    have hne : g ^ 2 / 4 + p ^ 2 * x ^ 2 ≠ 0 := by positivity
    exact (h.sqrt hne).congr_deriv (mul_div_mul_left _ _ two_ne_zero)
  have hd : deriv (energy g p) = fun x => p ^ 2 * x / energy g p x :=
    funext fun x => (h1 x).deriv
  rw [hd, norm_element_sq hg hu hv]
  refine (((hasDerivAt_id' k).const_mul (p ^ 2)).fun_div (h1 k) (hpos k).ne').congr_deriv ?_
  have hE := (hpos k).ne'
  have h4 : g ^ 2 + 4 * p ^ 2 * k ^ 2 = 4 * energy g p k ^ 2 := by
    linear_combination -4 * energy_sq g p k
  have hg2 : g ^ 2 = 4 * (energy g p k ^ 2 - p ^ 2 * k ^ 2) := by
    linear_combination -4 * energy_sq g p k
  rw [h4, hg2]
  field_simp

/-- For `g > 0`, the upper band has curvature `2p²/g` at `k = 0`. -/
theorem curvature_band_edge (hg : 0 < g) (p : ℝ) :
    HasDerivAt (deriv (energy g p)) (2 * p ^ 2 / g) 0 := by
  obtain ⟨hu, hv⟩ := bandStates_witness hg p 0
  refine (curvature_sum_rule hg hu hv).congr_deriv ?_
  have h0 : energy g p 0 = g / 2 := by
    unfold energy
    rw [show g ^ 2 / 4 + p ^ 2 * 0 ^ 2 = (g / 2) ^ 2 by ring, Real.sqrt_sq (by positivity)]
  rw [norm_element_sq hg hu hv, h0,
    show g ^ 2 + 4 * p ^ 2 * 0 ^ 2 = g ^ 2 by ring,
    mul_div_cancel_right₀ _ (pow_ne_zero 2 hg.ne'), mul_div_cancel₀ g two_ne_zero]

/-- For `g > 0` and a photon energy `ω` resonant at `k`, the value `p²` is `(ω/g)²` times the
squared interband element at `k`. -/
theorem resonant_overestimate (hg : 0 < g) (hu : IsBandState g p k (energy g p k) u)
    (hv : IsBandState g p k (-energy g p k) v) {ω : ℝ} (hω : ω = 2 * energy g p k) :
    p ^ 2 = (ω / g) ^ 2 * ‖element p u v‖ ^ 2 := by
  have hE : energy g p k ≠ 0 := (Real.sqrt_pos.2 (by positivity)).ne'
  have h4 : g ^ 2 + 4 * p ^ 2 * k ^ 2 = 4 * energy g p k ^ 2 := by
    linear_combination -4 * energy_sq g p k
  rw [norm_element_sq hg hu hv, h4, hω]
  field_simp
  ring

/-- Let `g > 0`, `p ≠ 0` and the line shape be nonnegative. If some mesh point `q ≠ 0` has
positive line-shape weight, using the `k = 0` matrix element throughout strictly
overestimates the absorption. -/
theorem constant_element_overestimates (hg : 0 < g) (hp : p ≠ 0) {u v : ℝ → Fin 2 → ℂ}
    (hu : ∀ k, IsBandState g p k (energy g p k) (u k))
    (hv : ∀ k, IsBandState g p k (-energy g p k) (v k))
    {s : Finset ℝ} {L : ℝ → ℝ} (hL : ∀ x, 0 ≤ L x) {ω q : ℝ} (hq : q ∈ s) (hq0 : q ≠ 0)
    (hLq : 0 < L (ω - 2 * energy g p q)) :
    absorption g p ω s L (fun k => element p (u k) (v k)) <
      absorption g p ω s L (fun _ => element p (u 0) (v 0)) := by
  unfold absorption
  refine Finset.sum_lt_sum (fun k _ => ?_) ⟨q, hq, ?_⟩
  · refine mul_le_mul_of_nonneg_right ?_ (hL _)
    rw [norm_element_sq hg (hu k) (hv k), norm_element_sq hg (hu 0) (hv 0)]
    have h : 0 ≤ p ^ 2 * k ^ 2 := by positivity
    exact div_le_div_of_nonneg_left (by positivity) (by positivity) (by linarith)
  · refine mul_lt_mul_of_pos_right ?_ hLq
    rw [norm_element_sq hg (hu q) (hv q), norm_element_sq hg (hu 0) (hv 0)]
    have h : 0 < p ^ 2 * q ^ 2 := by positivity
    exact div_lt_div_of_pos_left (by positivity) (by positivity) (by linarith)

end

end TwoBandOptics
```

```lean
#print axioms TwoBandOptics.norm_element
#print axioms TwoBandOptics.curvature_band_edge
#print axioms TwoBandOptics.resonant_overestimate
#print axioms TwoBandOptics.constant_element_overestimates
```

```
'TwoBandOptics.norm_element' depends on axioms: [propext, Classical.choice, Quot.sound]
'TwoBandOptics.curvature_band_edge' depends on axioms: [propext, Classical.choice, Quot.sound]
'TwoBandOptics.resonant_overestimate' depends on axioms: [propext, Classical.choice, Quot.sound]
'TwoBandOptics.constant_element_overestimates' depends on axioms: [propext, Classical.choice, Quot.sound]
```

## Bands, states and velocity

The model has one real wavevector component $k$ and units with $\hbar=1$. The basis is orthonormal, so there is no overlap matrix of the kind that appears with nonorthogonal atomic orbitals. It also does not depend on $k$, so the derivative of the matrix $H(k)$ represents the velocity without a further term from the basis. In `hamiltonian` the entries are real numbers regarded as complex ones, since band states may carry any phase.

The function `energy` is $E(k)=\sqrt{g^2/4+p^2k^2}$. The theorem `eigenvalue_iff` confirms that the eigenvalues are exactly $\pm E(k)$, by factoring the characteristic determinant as $(e-E)(e+E)$. The matrix `velocity` is introduced separately, with $p$ off the diagonal, and `hamiltonian_hasDerivAt` proves that it is $dH/dk$ entry by entry.

`IsBandState g p k e u` says that $u$ satisfies $H(k)u=eu$ and $u^\dagger u=1$. With $u$ in the upper band and $v$ in the lower, `element p u v` is $M=v^\dagger(dH/dk)u$. The theorem `norm_element` holds for every such pair, so it does not depend on a choice of phase. Explicit states exist at every $k$ by `bandStates_witness`: their components `mixC` and `mixS` are $E+g/2$ and $pk$, each divided by $\sqrt{(E+g/2)^2+(pk)^2}$. The proof checks two real eigenvalue identities and the normalization, then carries them over to complex numbers.

## Why mixing lowers the element

Number the components 0 and 1, as Lean does. The second row of the upper-band equation and the first row of the lower-band equation read

$$pk\,u_0-\tfrac g2u_1=Eu_1,\qquad \tfrac g2v_0+pk\,v_1=-Ev_0.$$

Since $E+g/2>0$, both can be solved with the same real ratio:

$$u_1=r u_0,\qquad v_0=-r v_1,\qquad r=\frac{pk}{E+g/2}.$$

Normalization gives $|u_0|^2=|v_1|^2=1/(1+r^2)$. The matrix element is then

$$M=p\,(v_0^*u_1+v_1^*u_0)=p(1-r^2)\,v_1^*u_0,$$

where the term $-r^2$ is the cancellation seen in the numerical case. From $p^2k^2=E^2-g^2/4=(E-g/2)(E+g/2)$ follows

$$r^2=\frac{E-g/2}{E+g/2},\qquad 1-r^2=\frac{g}{E+g/2},\qquad 1+r^2=\frac{2E}{E+g/2}.$$

Hence $1-r^2>0$, and

$$|M|=|p|\,\frac{1-r^2}{1+r^2}=\frac{|p|g}{2E}=\frac{|p|g}{\sqrt{g^2+4p^2k^2}}.$$

The proof of `norm_element` takes the same route. The facts `hb` and `hc` are the two component relations, `he` equates $|v_1|$ with $|u_0|$, and `hM` is the factored element. The dispersion relation enters through `hr2`, from which `hk` obtains $(1-r^2)\,2E=g(1+r^2)$. The last `linear_combination` joins this to the normalization after the denominator has been cleared. Squaring gives `norm_element_sq`, which the remaining results use.

## The same element sets the band curvature

Differentiating $E^2=g^2/4+p^2k^2$ gives $E'=p^2k/E$. A second differentiation gives

$$E''=\frac{p^2}{E}-\frac{p^4k^2}{E^3}=\frac{p^2(E^2-p^2k^2)}{E^3}=\frac{p^2g^2}{4E^3}.$$

Because $|M|^2=p^2g^2/(4E^2)$, this is

$$E''(k)=\frac{2|M|^2}{2E(k)},$$

which is the statement of `curvature_sum_rule`: twice the squared coupling divided by the band separation. It is the effective-mass sum rule for two bands, without the free-electron term, since $H(k)$ contains no $k^2$ on its diagonal. In Lean the second derivative appears as `HasDerivAt (deriv (energy g p))`. The proof establishes the band velocity at every point, applies the quotient rule and simplifies with the dispersion relation.

At $k=0$ we have $E=g/2$ and $|M|=|p|$, so the curvature is $2p^2/g$. This is `curvature_band_edge`, which obtains its band states from `bandStates_witness`. A small gap therefore goes with a strongly curved band edge when $p\neq0$ is held fixed.

## When a constant element overestimates absorption

The function `absorption` is a golden-rule sum over a finite set $s$ of $k$ points,

$$A(\omega)=\sum_{k\in s}|M(k)|^2\,L(\omega-2E(k)),$$

where $\omega$ is the photon energy and $L$ the line shape, for example a Gaussian. The common prefactor is left out; at fixed $\omega$ it multiplies both of the sums to be compared. Each mesh point has equal weight, and every transition runs from a filled lower state to an empty upper one. Electron–hole interaction and local fields are absent, and the sum is not taken to a continuous integral.

The constant-element approximation replaces $M(k)$ by its value at $k=0$, where $|M(0)|^2=p^2$. For every $k$,

$$|M(k)|^2=\frac{p^2g^2}{g^2+4p^2k^2}\le p^2,$$

with strict inequality when $p$ and $k$ are both nonzero. Multiplying by $L\ge0$ preserves the inequality term by term. The whole sum is strictly too large if $p\neq0$ and some mesh point $q\neq0$ has $L(\omega-2E(q))>0$.

These are the hypotheses of `constant_element_overestimates`, and its proof is this comparison, assembled by `Finset.sum_lt_sum`. The condition on $q$ says that some transition away from the band edge contributes at this photon energy. If the line shape vanishes at every mesh point, both sums are zero and there is no overestimate. A Gaussian is positive everywhere, so any nonzero mesh point then meets the condition.

At exact resonance, $\omega=2E(k)$, the size of the error is known from `resonant_overestimate`:

$$p^2=\left(\frac{\omega}{g}\right)^2|M(k)|^2.$$

In the case $g=6$, $pk=4$ the resonant photon energy is $10$, and the constant element makes the squared coupling too large by the factor $25/9$. If the absorption of this model with $p\neq0$ is estimated from its joint density of states and the velocity element at the band edge, exactly resonant transitions are weighted too strongly by the factor $(\omega/g)^2$, which equals $1$ at the gap $\omega=g$ and increases with $\omega$.
